# Across a cut, a Dicke state's amplitude depends only on the total number of ones

The Dicke state of `m + n` qubits with `k` ones is taken here unnormalised, with amplitude 1 on every string that has exactly `k` ones and 0 on the rest; normalised, for `k` at most `m + n`, the 1 would be one over the square root of the binomial coefficient "`m + n` choose `k`". Cutting the register after the first `m` qubits arranges the amplitudes in a matrix, with rows labelled by the left string `a` and columns by the right string `b`. The lemma says that the entry at `a`, `b` is 1 if the ones in `a` and the ones in `b` add up to `k`, and 0 otherwise. The attempt is a single `simp` call, which is to unfold the definitions and split the sum over all the qubits into a left and a right part.

An attempt in Lean 4 with a fault in it:

```lean
import Mathlib

open Matrix

namespace CutMatrixDicke

noncomputable section

/-- The number of ones in a string of qubit labels. -/
def weight {n : ℕ} (s : Fin n → Bool) : ℕ := ∑ i, (s i).toNat

/-- The unnormalised Dicke state of `N` qubits: amplitude 1 on strings with exactly `k` ones, and 0
on all others. For `k > N` there are no such strings and this is the zero function. -/
def dicke (N k : ℕ) (s : Fin N → Bool) : ℂ := if weight s = k then 1 else 0

/-- The left-right amplitude matrix of a state of `m + n` qubits, cut after the first `m`. -/
def cutMatrix {m n : ℕ} (ψ : (Fin (m + n) → Bool) → ℂ) :
    Matrix (Fin m → Bool) (Fin n → Bool) ℂ :=
  Matrix.of fun a b => ψ (Fin.append a b)

/-- Across a cut, the Dicke amplitude is 1 when the ones on the left and on the right add up
to `k`, and 0 otherwise. -/
theorem cutMatrix_dicke (m n k : ℕ) (a : Fin m → Bool) (b : Fin n → Bool) :
    cutMatrix (dicke (m + n) k) a b = if weight a + weight b = k then 1 else 0 := by
  simp [cutMatrix, dicke, weight, Fin.sum_univ_add]

end

end CutMatrixDicke
```

Messages:

```
Main.lean:24:82: error: unsolved goals
m n k : ℕ
a : Fin m → Bool
b : Fin n → Bool
⊢ (if ∑ x, (a x).toNat + ∑ x, (b x).toNat = k then 1 else 0) = if ∑ x, (a x).toNat + ∑ x, (b x).toNat = k then 1 else 0
```

What went wrong. The message shows a goal whose two sides print the same, so what keeps them apart is not printed. An `if` in Lean also carries a `Decidable` instance, a procedure for deciding its condition, which the display hides. `simp` has brought the two conditions to the same form, but the instances behind them still differ in form, and its closing check does not identify them. The sum is not at fault, since in the repair the same `simp` lemmas prove `h`, the statement that the weights add.

The repair keeps the `if` out of `simp`. `h` is proved first, as an equation between natural numbers. `change` then restates the left side, which is the same by definition, as an `if` on `weight (Fin.append a b) = k`. `rw [h]` replaces that weight wherever it occurs, in the hidden instance as well as in the condition, so the two sides now agree in full and `rw` closes the goal by reflexivity.

The mended proof, as a diff:

```diff
@@ -23,5 +23,8 @@
 theorem cutMatrix_dicke (m n k : ℕ) (a : Fin m → Bool) (b : Fin n → Bool) :
     cutMatrix (dicke (m + n) k) a b = if weight a + weight b = k then 1 else 0 := by
-  simp [cutMatrix, dicke, weight, Fin.sum_univ_add]
+  have h : weight (Fin.append a b) = weight a + weight b := by
+    simp [weight, Fin.sum_univ_add]
+  change (if weight (Fin.append a b) = k then (1 : ℂ) else 0) = _
+  rw [h]
 
 end
```
